# Spin–orbit coupling does not raise the lowest one-electron level of a real orbital Hamiltonian

**A:** Take a real symmetric orbital matrix h, three Hermitian matrices L₀, L₁, L₂ with purely imaginary entries, and spin matrices s_k equal to half the Pauli matrices. For real x, the lowest eigenvalue of

H(x) = h⊗1 + x Σ_k L_k⊗s_k

never exceeds its value at x = 0. For a p shell with h = 0 it is −x when x ≥ 0 and x/2 when x < 0.

**Q:** Convince me by hand first. Why can't the coupling push the lowest level up?

**A:** Let E₀ be the lowest eigenvalue at x = 0, with eigenvector v. There h acts on each spin component separately, so each component satisfies h v_s = E₀ v_s. Some component is nonzero, and so is its real or imaginary part. Call that part u. Since h and E₀ are real, h u = E₀ u.

Now put a spin-up electron in u. L₀ and L₁ come with spin matrices that have no up–up element, so only L₂ could contribute. Hermiticity and imaginary entries give (L₂)_ij = −(L₂)_ji, hence

Σ_ij u_i (L₂)_ij u_j = −Σ_ij u_i (L₂)_ij u_j = 0.

The normalised trial energy is therefore (u·hu)/(u·u) = E₀ for every x. By the variational principle, the lowest eigenvalue E of H(x) satisfies E ≤ E₀.

**Q:** And the p shell?

**A:** Write K = Σ_k L_k⊗s_k in the orbitals p_x, p_y, p_z. The amplitudes a = p_x↑, b = p_y↑, c = p_z↓ mix only among themselves:

2Ka = c − ib,  2Kb = i(a − c),  2Kc = a + ib.

Here Ka means the a-component of K acting on the state. Applying K again gives

4K²a = (a + ib) + (a − c) = 2a − 2Ka,
4K²b = i(c − ib − a − ib) = 2b − 2Kb,
4K²c = (c − ib) − (a − c) = 2c − 2Kc.

The other three amplitudes obey the same equations with a = p_x↓, b = −p_y↓, c = −p_z↑. So K² + K/2 − 1/2 = 0, and an eigenvalue E of xK satisfies

(E − x/2)(E + x) = 0.

Both roots occur: (p_x + i p_y)↑/√2 has energy x/2, and [(p_x + i p_y)↓ + p_z↑]/√3 has energy −x. The smaller root depends on the sign of x.

**Q:** Now the formal version. What is the Hamiltonian there?

**A:** A complex matrix indexed by pairs of an orbital from a finite set `n` and a spin from `Fin 2`, with 0 for up and 1 for down. The spin matrices are explicit, in units with ħ = 1.

In Lean 4 with Mathlib:

```lean
import Mathlib

open Matrix Complex
open scoped Kronecker ComplexOrder

namespace SpinOrbitGroundEnergy

noncomputable section

variable {n : Type*} [Fintype n]

/-- The three spin-1/2 matrices, half the Pauli matrices. -/
def spin : Fin 3 → Matrix (Fin 2) (Fin 2) ℂ :=
  ![!![0, 1/2; 1/2, 0], !![0, -I/2; I/2, 0], !![1/2, 0; 0, -1/2]]

/-- The Hamiltonian `h ⊗ 1 + x ∑ L_k ⊗ s_k` on orbitals with spin. -/
def spinOrbit (h : Matrix n n ℝ) (L : Fin 3 → Matrix n n ℂ) (x : ℝ) :
    Matrix (n × Fin 2) (n × Fin 2) ℂ :=
  h.map Complex.ofReal ⊗ₖ (1 : Matrix (Fin 2) (Fin 2) ℂ) + (x : ℂ) • ∑ k, L k ⊗ₖ spin k
```

**Q:** What physics do `h`, `L` and `x` stand for?

**A:** `h` is a spin-independent one-electron Hamiltonian without a magnetic field, in an orthonormal basis of real orbitals. Imaginary entries of `L k` express that orbital angular momentum is odd under time reversal. The number `x` is the coupling strength, which the model takes as given and does not derive from a relativistic equation. The general bound assumes no angular momentum commutation relations.

**Q:** "Lowest eigenvalue" can hide a lot. How is it defined?

**A:** A level is a real number with a nonzero complex eigenvector, and the ground energy is the least level.

```lean
/-- The real number `E` is an eigenvalue of `A`. -/
def IsLevel {m : Type*} [Fintype m] (A : Matrix m m ℂ) (E : ℝ) : Prop :=
  ∃ v : m → ℂ, v ≠ 0 ∧ A *ᵥ v = (E : ℂ) • v

/-- `E` is the lowest real eigenvalue of `A`. -/
def IsGroundEnergy {m : Type*} [Fintype m] (A : Matrix m m ℂ) (E : ℝ) : Prop :=
  IsLeast {F : ℝ | IsLevel A F} E
```

The bound takes two ground energies as hypotheses, one at x = 0 and one at x. For a Hermitian matrix with at least one orbital they always exist; with no orbitals there are no levels and the bound is vacuous.

**Q:** Where does your trial state enter?

**A:** As `spinUp u`, which is not normalised. The next two lemmas expand the Kronecker products into the spin-up and spin-down components of H(x)v, so later steps can use ordinary sums over orbitals.

```lean
/-- The real orbital `u` occupied by a spin-up electron. -/
def spinUp (u : n → ℝ) : n × Fin 2 → ℂ := fun p => ![(u p.1 : ℂ), 0] p.2

/-- The spin-up component of the Hamiltonian acting on a spinor. -/
theorem spinOrbit_up (h : Matrix n n ℝ) (L : Fin 3 → Matrix n n ℂ) (x : ℝ)
    (v : n × Fin 2 → ℂ) (i : n) : (spinOrbit h L x *ᵥ v) (i, 0) =
      ∑ j, (((h i j : ℂ) + x / 2 * L 2 i j) * v (j, 0)
        + x / 2 * (L 0 i j - I * L 1 i j) * v (j, 1)) := by
  simp only [Matrix.mulVec, dotProduct, Fintype.sum_prod_type, Fin.sum_univ_two]
  refine Finset.sum_congr rfl fun j _ => ?_
  simp [spinOrbit, spin, Fin.sum_univ_three]
  ring

/-- The spin-down component of the Hamiltonian acting on a spinor. -/
theorem spinOrbit_down (h : Matrix n n ℝ) (L : Fin 3 → Matrix n n ℂ) (x : ℝ)
    (v : n × Fin 2 → ℂ) (i : n) : (spinOrbit h L x *ᵥ v) (i, 1) =
      ∑ j, (((h i j : ℂ) - x / 2 * L 2 i j) * v (j, 1)
        + x / 2 * (L 0 i j + I * L 1 i j) * v (j, 0)) := by
  simp only [Matrix.mulVec, dotProduct, Fintype.sum_prod_type, Fin.sum_univ_two]
  refine Finset.sum_congr rfl fun j _ => ?_
  simp [spinOrbit, spin, Fin.sum_univ_three]
  ring
```

**Q:** Is the variational principle assumed?

**A:** It is proved, in the form that A − E is positive semidefinite when E is the ground energy of a Hermitian A. If μ is an eigenvalue of A − E, then μ + E is a level of A, so E ≤ μ + E and μ ≥ 0. The lemma after it supplies the Hermiticity of H(x).

```lean
/-- Variational principle: a Hermitian matrix minus its lowest eigenvalue is positive
semidefinite. -/
theorem sub_ground_posSemidef {m : Type*} [Fintype m] [DecidableEq m] {A : Matrix m m ℂ}
    (hA : A.IsHermitian) {E : ℝ} (hE : IsGroundEnergy A E) :
    (A - (E : ℂ) • (1 : Matrix m m ℂ)).PosSemidef := by
  have hB : (A - (E : ℂ) • (1 : Matrix m m ℂ)).IsHermitian := by
    refine hA.sub ?_
    simp [Matrix.IsHermitian, Matrix.conjTranspose_smul]
  rw [hB.posSemidef_iff_eigenvalues_nonneg]
  intro i
  change 0 ≤ hB.eigenvalues i
  have hv : (hB.eigenvectorBasis i).ofLp ≠ 0 := fun h0 =>
    hB.eigenvectorBasis.orthonormal.ne_zero i (by ext j; exact congrFun h0 j)
  -- an eigenvector of the shifted matrix is an eigenvector of `A`
  have hl : E ≤ hB.eigenvalues i + E := by
    refine hE.2 ⟨_, hv, ?_⟩
    funext j
    have h := congrFun (hB.mulVec_eigenvectorBasis i) j
    simp only [Matrix.sub_mulVec, Matrix.smul_mulVec, Matrix.one_mulVec, Pi.sub_apply,
      Pi.smul_apply, smul_eq_mul, Complex.real_smul] at h ⊢
    push_cast
    linear_combination h
  linarith

omit [Fintype n] in
/-- For symmetric `h` and Hermitian `L_k` the Hamiltonian is Hermitian. -/
theorem spinOrbit_isHermitian {h : Matrix n n ℝ} {L : Fin 3 → Matrix n n ℂ}
    (hh : h.IsSymm) (hL : ∀ k, (L k).IsHermitian) (x : ℝ) :
    (spinOrbit h L x).IsHermitian := by
  have hs : ∀ k, (spin k)ᴴ = spin k := by
    intro k
    fin_cases k <;> ext i j <;> fin_cases i <;> fin_cases j <;> simp [spin]
  have hm : (h.map Complex.ofReal)ᴴ = h.map Complex.ofReal := by
    ext i j
    simp [hh.apply i j]
  have hL' : ∀ k, (L k)ᴴ = L k := fun k => hL k
  simp only [Matrix.IsHermitian, spinOrbit, Matrix.conjTranspose_add,
    Matrix.conjTranspose_smul, Matrix.conjTranspose_sum, Matrix.conjTranspose_kronecker,
    hs, hm, hL', Matrix.conjTranspose_one, Complex.star_def, Complex.conj_ofReal]
```

**Q:** And the vanishing contribution of L₂?

**A:** In the next proof `anti` is the antisymmetry, and `hz` swaps the two summation indices to show that the sum equals its own negative. What remains is u·hu, without the division by u·u.

```lean
/-- In a real orbital with spin up, the expectation value of the Hamiltonian is that of `h`
for every `x`, if the `L_k` are Hermitian with purely imaginary entries. -/
theorem trial_energy (h : Matrix n n ℝ) {L : Fin 3 → Matrix n n ℂ}
    (hL : ∀ k, (L k).IsHermitian) (him : ∀ k i j, (L k i j).re = 0) (x : ℝ) (u : n → ℝ) :
    star (spinUp u) ⬝ᵥ (spinOrbit h L x *ᵥ spinUp u) = ((u ⬝ᵥ h *ᵥ u : ℝ) : ℂ) := by
  have anti : ∀ i j, L 2 i j = -L 2 j i := by
    intro i j
    rw [← (hL 2).apply i j]
    apply Complex.ext <;> simp [him]
  -- the antisymmetric matrix `L 2` has no expectation value in a real orbital
  have hz : ∑ i, ∑ j, (u i : ℂ) * (L 2 i j * u j) = 0 := by
    have hs : ∑ i, ∑ j, (u i : ℂ) * (L 2 i j * u j)
        = -∑ i, ∑ j, (u i : ℂ) * (L 2 i j * u j) := by
      conv_lhs => rw [Finset.sum_comm]
      simp only [← Finset.sum_neg_distrib]
      refine Finset.sum_congr rfl fun i _ => Finset.sum_congr rfl fun j _ => ?_
      rw [anti j i]
      ring
    linear_combination (1 / 2 : ℂ) * hs
  have p0 : ∀ i, spinUp u (i, 0) = u i := fun _ => rfl
  have p1 : ∀ i, spinUp u (i, 1) = 0 := fun _ => rfl
  have hsplit : star (spinUp u) ⬝ᵥ (spinOrbit h L x *ᵥ spinUp u)
      = ∑ i, ∑ j, (u i : ℂ) * (h i j * u j)
        + x / 2 * ∑ i, ∑ j, (u i : ℂ) * (L 2 i j * u j) := by
    simp only [dotProduct, Fintype.sum_prod_type, Fin.sum_univ_two, spinOrbit_up,
      Pi.star_apply, p0, p1, zero_mul, mul_zero, add_zero, Complex.star_def,
      Complex.conj_ofReal, map_zero, Finset.mul_sum, ← Finset.sum_add_distrib]
    refine Finset.sum_congr rfl fun i _ => Finset.sum_congr rfl fun j _ => ?_
    ring
  rw [hsplit, hz]
  simp [Matrix.mulVec, dotProduct, Finset.mul_sum]
```

**Q:** Does the main theorem then say what you claimed?

**A:** Yes: if `E₀` is the ground energy at zero coupling and `E` the one at `x`, then `E ≤ E₀`. It does not claim a strict lowering.

```lean
/-- Let `h` be real symmetric and the `L_k` Hermitian with purely imaginary entries. The lowest
eigenvalue of `h ⊗ 1 + x ∑ L_k ⊗ s_k` never exceeds its value at `x = 0`. -/
theorem ground_le_uncoupled {h : Matrix n n ℝ} {L : Fin 3 → Matrix n n ℂ}
    (hh : h.IsSymm) (hL : ∀ k, (L k).IsHermitian) (him : ∀ k i j, (L k i j).re = 0)
    {x E E₀ : ℝ} (h0 : IsGroundEnergy (spinOrbit h L 0) E₀)
    (hE : IsGroundEnergy (spinOrbit h L x) E) : E ≤ E₀ := by
  classical
  obtain ⟨v, hv, he⟩ := h0.1
  have key : ∀ s i, ∑ j, (h i j : ℂ) * v (j, s) = E₀ * v (i, s) := by
    intro s i
    fin_cases s
    · simpa using (spinOrbit_up h L 0 v i).symm.trans (congrFun he (i, 0))
    · simpa using (spinOrbit_down h L 0 v i).symm.trans (congrFun he (i, 1))
  -- a real or imaginary part of a spin component is a real eigenvector of `h`
  have hreal : ∃ u : n → ℝ, u ≠ 0 ∧ h *ᵥ u = E₀ • u := by
    by_contra hc
    apply hv
    funext ⟨i, s⟩
    have hre : (fun j => (v (j, s)).re) = 0 := by
      by_contra hne
      refine hc ⟨_, hne, funext fun i => ?_⟩
      simpa [Matrix.mulVec, dotProduct] using congrArg Complex.re (key s i)
    have him' : (fun j => (v (j, s)).im) = 0 := by
      by_contra hne
      refine hc ⟨_, hne, funext fun i => ?_⟩
      simpa [Matrix.mulVec, dotProduct] using congrArg Complex.im (key s i)
    exact Complex.ext (congrFun hre i) (congrFun him' i)
  obtain ⟨u, hu0, hu⟩ := hreal
  have hp := (sub_ground_posSemidef (spinOrbit_isHermitian hh hL x) hE).dotProduct_mulVec_nonneg
    (spinUp u)
  -- the spin-up trial state has energy `E₀`
  have hn : star (spinUp u) ⬝ᵥ spinUp u = ((u ⬝ᵥ u : ℝ) : ℂ) := by
    simp [dotProduct, Fintype.sum_prod_type, spinUp]
  have hgap : star (spinUp u) ⬝ᵥ ((spinOrbit h L x - (E : ℂ) • 1) *ᵥ spinUp u)
      = (((E₀ - E) * (u ⬝ᵥ u) : ℝ) : ℂ) := by
    rw [Matrix.sub_mulVec, Matrix.smul_mulVec, Matrix.one_mulVec, dotProduct_sub,
      dotProduct_smul, trial_energy h hL him, hu, dotProduct_smul, hn]
    simp only [smul_eq_mul, Complex.ofReal_mul, Complex.ofReal_sub]
    ring
  rw [hgap, Complex.zero_le_real] at hp
  have hnn : 0 ≤ u ⬝ᵥ u := Finset.sum_nonneg fun i _ => mul_self_nonneg (u i)
  have hpos : 0 < u ⬝ᵥ u :=
    lt_of_le_of_ne hnn fun h => hu0 (dotProduct_self_eq_zero.1 h.symm)
  exact sub_nonneg.1 (nonneg_of_mul_nonneg_left hp hpos)
```

In the proof, `key` separates the spin components at x = 0, and `hreal` finds the real orbital by contradiction: if every real and imaginary part vanished, v would be zero. Positive semidefiniteness in the trial state then reads (E₀ − E)(u·u) ≥ 0, and u·u > 0 finishes it.

**Q:** Which hypotheses does the bound need?

**A:** Hermiticity of the L_k matters, even if their entries stay imaginary. Take two orbitals, h = diag(0, 1), L₀ = L₁ = 0, and L₂ with zero diagonal and both off-diagonal entries equal to i. At x = 4/5 the eigenvalues are 1/5 and 4/5, so the lowest has risen from 0 to 1/5.

The imaginary entries play a milder part. With one orbital, h = 0, L₀ = L₁ = 0 and L₂ = 1, the spin-up energy is x/2, so `trial_energy` fails. The bound itself would survive by a different argument: for Hermitian L_k the spin-up and spin-down trial energies average to E₀, so one of them is at most E₀.

**Q:** Show me that the p shell is a genuine instance.

**A:** Its matrices are written out with orbitals 0, 1, 2 for p_x, p_y, p_z, and `pOrbital_witness` checks both conditions on L.

```lean
/-- The orbital angular momentum matrices of a p shell in the basis of real p orbitals. -/
def pOrbital : Fin 3 → Matrix (Fin 3) (Fin 3) ℂ :=
  ![!![0, 0, 0; 0, 0, -I; 0, I, 0], !![0, 0, I; 0, 0, 0; -I, 0, 0],
    !![0, -I, 0; I, 0, 0; 0, 0, 0]]

/-- The p-shell matrices are Hermitian with purely imaginary entries. -/
theorem pOrbital_witness :
    (∀ k, (pOrbital k).IsHermitian) ∧ ∀ k i j, (pOrbital k i j).re = 0 := by
  constructor
  · intro k
    fin_cases k <;> ext i j <;> fin_cases i <;> fin_cases j <;> simp [pOrbital]
  · intro k i j
    fin_cases k <;> fin_cases i <;> fin_cases j <;> simp [pOrbital]
```

**Q:** Are x/2 and −x all the levels, or just two of them?

**A:** All of them: `pShell_levels` is an equivalence. It does not count degeneracies. First the action is put into components, the full version of the equations for a, b and c.

```lean
/-- The p-shell spin–orbit operator in components; rows are orbitals, columns are spins. -/
theorem pShell_action (x : ℝ) (v : Fin 3 × Fin 2 → ℂ) :
    spinOrbit 0 pOrbital x *ᵥ v = fun p => (x / 2 : ℂ) *
      !![v (2, 1) - I * v (1, 0), I * v (1, 1) - v (2, 0);
         I * v (0, 0) - I * v (2, 1), -I * v (0, 1) - I * v (2, 0);
         I * v (1, 1) - v (0, 1), v (0, 0) + I * v (1, 0)] p.1 p.2 := by
  funext ⟨i, s⟩
  fin_cases s
  · refine (spinOrbit_up 0 pOrbital x v i).trans ?_
    fin_cases i <;> simp [pOrbital, Fin.sum_univ_three] <;> ring
  · refine (spinOrbit_down 0 pOrbital x v i).trans ?_
    fin_cases i <;> simp [pOrbital, Fin.sum_univ_three] <;> ring
```

In the forward direction, `e1` to `e6` are the six eigenvalue equations, and `key` combines them into the quadratic condition on each amplitude. A nonzero amplitude then forces one of the two roots. The reverse direction inserts the two spinors given above, without their factors 1/√2 and 1/√3.

```lean
/-- The eigenvalues of `x ∑ L_k ⊗ s_k` in a p shell are exactly `x/2` and `-x`. -/
theorem pShell_levels (x E : ℝ) :
    IsLevel (spinOrbit 0 pOrbital x) E ↔ E = x / 2 ∨ E = -x := by
  constructor
  · rintro ⟨v, hv, he⟩
    rw [pShell_action] at he
    have e1 : (x / 2 : ℂ) * (v (2, 1) - I * v (1, 0)) = E * v (0, 0) := congrFun he (0, 0)
    have e2 : (x / 2 : ℂ) * (I * v (0, 0) - I * v (2, 1)) = E * v (1, 0) := congrFun he (1, 0)
    have e3 : (x / 2 : ℂ) * (I * v (1, 1) - v (0, 1)) = E * v (2, 0) := congrFun he (2, 0)
    have e4 : (x / 2 : ℂ) * (I * v (1, 1) - v (2, 0)) = E * v (0, 1) := congrFun he (0, 1)
    have e5 : (x / 2 : ℂ) * (-I * v (0, 1) - I * v (2, 0)) = E * v (1, 1) := congrFun he (1, 1)
    have e6 : (x / 2 : ℂ) * (v (0, 0) + I * v (1, 0)) = E * v (2, 1) := congrFun he (2, 1)
    -- applying the operator twice gives a quadratic equation for the energy
    have key : ∀ p, ((E : ℂ) - x / 2) * (E + x) * v p = 0 := by
      rintro ⟨i, s⟩
      fin_cases i <;> fin_cases s <;> dsimp only [Fin.zero_eta, Fin.mk_one, Fin.reduceFinMk]
      · linear_combination -(E + x / 2 : ℂ) * e1 - (x / 2 : ℂ) * (e6 - I * e2)
          + (x : ℂ) ^ 2 / 4 * (v (2, 1) - v (0, 0)) * Complex.I_sq
      · linear_combination -(E + x / 2 : ℂ) * e4 - (x / 2 : ℂ) * (I * e5 - e3)
          - (x : ℂ) ^ 2 / 4 * (v (0, 1) + v (2, 0)) * Complex.I_sq
      · linear_combination -(E + x / 2 : ℂ) * e2 - (x / 2 : ℂ) * (I * e1 - I * e6)
          - (x : ℂ) ^ 2 / 2 * v (1, 0) * Complex.I_sq
      · linear_combination -(E + x / 2 : ℂ) * e5 + (x / 2 : ℂ) * (I * e4 + I * e3)
          - (x : ℂ) ^ 2 / 2 * v (1, 1) * Complex.I_sq
      · linear_combination -(E + x / 2 : ℂ) * e3 - (x / 2 : ℂ) * (I * e5 - e4)
          - (x : ℂ) ^ 2 / 4 * (v (0, 1) + v (2, 0)) * Complex.I_sq
      · linear_combination -(E + x / 2 : ℂ) * e6 - (x / 2 : ℂ) * (e1 + I * e2)
          + (x : ℂ) ^ 2 / 4 * (v (0, 0) - v (2, 1)) * Complex.I_sq
    obtain ⟨p, hp⟩ := Function.ne_iff.1 hv
    have hq : (E - x / 2) * (E + x) = 0 := by
      exact_mod_cast (mul_eq_zero.1 (key p)).resolve_right hp
    rcases mul_eq_zero.1 hq with h | h
    · left; linarith
    · right; linarith
  · rintro (rfl | rfl)
    · refine ⟨fun p => !![1, 0; I, 0; 0, 0] p.1 p.2, fun h => ?_, ?_⟩
      · simpa using congrFun h (0, 0)
      · rw [pShell_action]
        funext ⟨i, s⟩
        fin_cases i <;> fin_cases s <;> simp
    · refine ⟨fun p => !![0, 1; 0, I; 1, 0] p.1 p.2, fun h => ?_, ?_⟩
      · simpa using congrFun h (2, 0)
      · rw [pShell_action]
        funext ⟨i, s⟩
        fin_cases i <;> fin_cases s <;> simp <;> ring
```

The ground energy follows by comparing the two roots for each sign of x.

```lean
/-- For a p shell with `h = 0` the lowest eigenvalue is `-x` for `x ≥ 0` and `x/2` for
`x < 0`. -/
theorem pShell_ground (x : ℝ) :
    (0 ≤ x → IsGroundEnergy (spinOrbit 0 pOrbital x) (-x)) ∧
    (x < 0 → IsGroundEnergy (spinOrbit 0 pOrbital x) (x / 2)) := by
  constructor
  · intro hx
    refine ⟨(pShell_levels x _).2 (Or.inr rfl), fun F hF => ?_⟩
    rcases (pShell_levels x F).1 hF with h | h <;> linarith
  · intro hx
    refine ⟨(pShell_levels x _).2 (Or.inl rfl), fun F hF => ?_⟩
    rcases (pShell_levels x F).1 hF with h | h <;> linarith

end

end SpinOrbitGroundEnergy
```

```lean
#print axioms SpinOrbitGroundEnergy.spinOrbit_down
-- 'SpinOrbitGroundEnergy.spinOrbit_down' depends on axioms: [propext, Classical.choice, Quot.sound]
#print axioms SpinOrbitGroundEnergy.ground_le_uncoupled
-- 'SpinOrbitGroundEnergy.ground_le_uncoupled' depends on axioms: [propext, Classical.choice, Quot.sound]
#print axioms SpinOrbitGroundEnergy.pShell_ground
-- 'SpinOrbitGroundEnergy.pShell_ground' depends on axioms: [propext, Classical.choice, Quot.sound]
```

**Q:** Where would I use this?

**A:** As a check on a one-electron calculation in a finite real basis: if adding a Hermitian spin–orbit term of this form raises the lowest level by more than the numerical error while h stays fixed, something is wrong in the implementation. It makes no statement about the total energy of interacting electrons.
